# An error bound for truncating the intermediate states of a finite-dimensional RIXS amplitude

Let \(H\) be Hermitian on a finite-dimensional complex inner product space, with \(w\) real, \(G>0\) and \(W\ge0\). Dropping all intermediate eigenstates with \(|E-w|\ge W\) from \(A=\langle f|(w+\mathrm iG-H)^{-1}|g\rangle\) changes \(A\) by at most the product of the norms of the discarded parts of \(f\) and \(g\), divided by \(\sqrt{W^2+G^2}\). For a finite model with one common broadening, this bounds the error in a resonant RIXS amplitude caused by keeping only the near-resonant core-excited eigenstates.

## States, propagator and window

The vectors \(g\) and \(f\) are the initial and final states after the dipole operators have acted; neither need be normalised. The number \(w\) is the incident photon energy plus the initial-state energy. The constant \(G\) stands for the core-hole lifetime broadening (half width at half maximum), assumed equal for all intermediate states.

In Lean 4 with Mathlib:

```lean
import Mathlib

open scoped InnerProductSpace

namespace RIXSTruncation

noncomputable section

variable {V : Type*} [NormedAddCommGroup V] [InnerProductSpace ℂ V] [FiniteDimensional ℂ V]
  {H : Module.End ℂ V}
```

`LinearMap.IsSymmetric H` says that \(H\) is Hermitian. The spectral theorem supplies orthonormal eigenstates \(|i\rangle\), `state hH i`, with real energies \(E_i\), `energy hH i`.

```lean
/-- An orthonormal basis of eigenstates of the Hermitian Hamiltonian `H`. -/
def state (hH : LinearMap.IsSymmetric H) :
    OrthonormalBasis (Fin (Module.finrank ℂ V)) ℂ V :=
  hH.eigenvectorBasis rfl

/-- The energy of the `i`-th eigenstate. -/
def energy (hH : LinearMap.IsSymmetric H) (i : Fin (Module.finrank ℂ V)) : ℝ :=
  hH.eigenvalues rfl i
```

Write \(D(E)=w+\mathrm iG-E\) for `denominator w G E`. The propagator is a ring inverse, and the inner product is conjugate-linear in its first slot.

```lean
/-- The energy denominator `w + iG - E`. -/
def denominator (w G E : ℝ) : ℂ := (w : ℂ) + G * Complex.I - E

/-- The intermediate-state propagator `(w + iG - H)⁻¹`, for `w + iG` outside the spectrum
of `H`. -/
def propagator (H : Module.End ℂ V) (w G : ℝ) : Module.End ℂ V :=
  Ring.inverse (((w : ℂ) + G * Complex.I) • (1 : Module.End ℂ V) - H)

/-- The scattering amplitude `⟨f|(w + iG - H)⁻¹|g⟩`, for `w + iG` outside the spectrum
of `H`. -/
def amplitude (H : Module.End ℂ V) (w G : ℝ) (f g : V) : ℂ :=
  ⟪f, propagator H w G g⟫_ℂ
```

The truncated amplitude and the projector onto the discarded states are
\[
A_W=\sum_{|E_i-w|<W}\frac{\langle f|i\rangle\langle i|g\rangle}{D(E_i)},\qquad
Px=\sum_{|E_i-w|\ge W}\langle i|x\rangle\,|i\rangle .
\]

```lean
/-- The amplitude summed only over eigenstates with `|E - w| < W`, for `w + iG` outside the
spectrum of `H`. -/
def truncatedAmplitude (hH : LinearMap.IsSymmetric H) (w G W : ℝ) (f g : V) : ℂ :=
  ∑ i with |energy hH i - w| < W,
    ⟪f, state hH i⟫_ℂ * ⟪state hH i, g⟫_ℂ / denominator w G (energy hH i)

/-- The projector `P` onto the discarded eigenstates, those with `|E - w| ≥ W`. -/
def farProjector (hH : LinearMap.IsSymmetric H) (w W : ℝ) : Module.End ℂ V where
  toFun x := ∑ i with W ≤ |energy hH i - w|, ⟪state hH i, x⟫_ℂ • state hH i
  map_add' x y := by simp only [inner_add_right, add_smul, Finset.sum_add_distrib]
  map_smul' c x := by
    simp only [inner_smul_right, mul_smul, Finset.smul_sum, RingHom.id_apply]
```

## Problems

### (a) Components of \(Hx\)

Show that \(\langle i|Hx\rangle=E_i\langle i|x\rangle\).

Move \(H\) to the left: \(\langle i|Hx\rangle=\langle Hi|x\rangle=\overline{E_i}\langle i|x\rangle\), and \(E_i\) is real. The rewrites follow this order.

```lean
/-- In the eigenbasis, a Hermitian `H` multiplies each component of a vector by its energy. -/
theorem inner_state_apply (hH : LinearMap.IsSymmetric H) (i : Fin (Module.finrank ℂ V))
    (x : V) : ⟪state hH i, H x⟫_ℂ = (energy hH i : ℂ) * ⟪state hH i, x⟫_ℂ := by
  have h : H (state hH i) = (energy hH i : ℂ) • state hH i :=
    hH.apply_eigenvectorBasis rfl i
  rw [← hH (state hH i) x, h, inner_smul_left, Complex.conj_ofReal]
```

### (b) Size of the denominator

Show that \(|D(E)|^2=(E-w)^2+G^2\).

The real part is \(w-E\) and the imaginary part is \(G\); add their squares.

```lean
/-- The squared modulus of the energy denominator is `(E - w)² + G²`. -/
theorem norm_sq_denominator (w G E : ℝ) :
    ‖denominator w G E‖ ^ 2 = (E - w) ^ 2 + G ^ 2 := by
  rw [Complex.sq_norm, Complex.normSq_apply]
  simp [denominator]
  ring
```

### (c) Invertibility

Show that \(w+\mathrm iG-H\) is invertible.

Let \((w+\mathrm iG-H)x=0\). Taking the component along \(|i\rangle\) and using (a) gives \(D(E_i)\langle i|x\rangle=0\). By (b), \(|D(E_i)|^2\ge G^2>0\), so every component vanishes (`hc`) and \(x=\sum_i\langle i|x\rangle|i\rangle=0\). In finite dimension a trivial kernel suffices.

```lean
/-- For Hermitian `H` and broadening `G > 0`, the operator `w + iG - H` is invertible. -/
theorem isUnit_shifted (hH : LinearMap.IsSymmetric H) (w : ℝ) {G : ℝ} (hG : 0 < G) :
    IsUnit (((w : ℂ) + G * Complex.I) • (1 : Module.End ℂ V) - H) := by
  rw [LinearMap.isUnit_iff_ker_eq_bot, LinearMap.ker_eq_bot']
  intro x hx
  -- every component of a kernel vector vanishes
  have hc : ∀ i, ⟪state hH i, x⟫_ℂ = 0 := by
    intro i
    have hne : denominator w G (energy hH i) ≠ 0 := fun h => by
      have h2 := norm_sq_denominator w G (energy hH i)
      rw [h, norm_zero] at h2
      nlinarith [sq_nonneg (energy hH i - w), pow_pos hG 2]
    have h := congrArg (fun y => ⟪state hH i, y⟫_ℂ) hx
    simp only [LinearMap.sub_apply, LinearMap.smul_apply, Module.End.one_apply,
      inner_sub_right, inner_smul_right, inner_state_apply, inner_zero_right] at h
    have h' : denominator w G (energy hH i) * ⟪state hH i, x⟫_ℂ = 0 := by
      unfold denominator
      linear_combination h
    exact (mul_eq_zero.mp h').resolve_left hne
  exact ((state hH).sum_repr' x).symm.trans (by simp [hc])
```

### (d) Expansion over all eigenstates

Show that
\[
A=\sum_i\frac{\langle f|i\rangle\langle i|g\rangle}{D(E_i)} .
\]

Put \(y=(w+\mathrm iG-H)^{-1}g\). By (c), \((w+\mathrm iG-H)y=g\), which is `hR`. Its components are \(D(E_i)\langle i|y\rangle=\langle i|g\rangle\). Divide by \(D(E_i)\ne0\) and insert into \(\langle f|y\rangle=\sum_i\langle f|i\rangle\langle i|y\rangle\).

```lean
/-- Sum over states: for Hermitian `H` and `G > 0` the amplitude is the sum over all eigenstates `i`
of the product `⟨f|i⟩⟨i|g⟩` divided by `w + iG - E`, with `E` the energy of `i`. -/
theorem amplitude_eq_sum (hH : LinearMap.IsSymmetric H) (w : ℝ) {G : ℝ} (hG : 0 < G)
    (f g : V) : amplitude H w G f g =
      ∑ i, ⟪f, state hH i⟫_ℂ * ⟪state hH i, g⟫_ℂ / denominator w G (energy hH i) := by
  have hR : (((w : ℂ) + G * Complex.I) • (1 : Module.End ℂ V) - H) (propagator H w G g) = g :=
    LinearMap.congr_fun (Ring.mul_inverse_cancel _ (isUnit_shifted hH w hG)) g
  rw [amplitude, ← (state hH).sum_inner_mul_inner f (propagator H w G g)]
  refine Finset.sum_congr rfl fun i _ => ?_
  have hne : denominator w G (energy hH i) ≠ 0 := fun h => by
    have h2 := norm_sq_denominator w G (energy hH i)
    rw [h, norm_zero] at h2
    nlinarith [sq_nonneg (energy hH i - w), pow_pos hG 2]
  have h := congrArg (fun y => ⟪state hH i, y⟫_ℂ) hR
  simp only [LinearMap.sub_apply, LinearMap.smul_apply, Module.End.one_apply,
    inner_sub_right, inner_smul_right, inner_state_apply] at h
  rw [eq_div_iff hne]
  unfold denominator
  linear_combination ⟪f, state hH i⟫_ℂ * h
```

### (e) Discarded weight

Show that
\[
\|Px\|^2=\sum_{|E_i-w|\ge W}|\langle i|x\rangle|^2 .
\]

By orthonormality \(\langle i|Px\rangle\) is \(\langle i|x\rangle\) for a discarded state and \(0\) for a kept one (`hc`). Parseval's identity finishes.

```lean
/-- The squared norm of `P x` is the total weight of `x` on the discarded eigenstates. -/
theorem norm_sq_farProjector (hH : LinearMap.IsSymmetric H) (w W : ℝ) (x : V) :
    ‖farProjector hH w W x‖ ^ 2 =
      ∑ i with W ≤ |energy hH i - w|, ‖⟪state hH i, x⟫_ℂ‖ ^ 2 := by
  have hc : ∀ i, ⟪state hH i, farProjector hH w W x⟫_ℂ =
      if W ≤ |energy hH i - w| then ⟪state hH i, x⟫_ℂ else 0 := by
    intro i
    change ⟪state hH i, ∑ j with W ≤ |energy hH j - w|,
      ⟪state hH j, x⟫_ℂ • state hH j⟫_ℂ = _
    simp only [inner_sum, inner_smul_right, orthonormal_iff_ite.mp (state hH).orthonormal,
      mul_ite, mul_one, mul_zero, Finset.sum_ite_eq, Finset.mem_filter, Finset.mem_univ,
      true_and]
  rw [← (state hH).repr.norm_map, EuclideanSpace.norm_sq_eq, Finset.sum_filter]
  refine Finset.sum_congr rfl fun i _ => ?_
  rw [(state hH).repr_apply_apply, hc]
  split_ifs <;> simp
```

### (f) Overlaps of an eigenvector

Let \(Hx=Ex\). Show that \(\langle i|x\rangle=0\) or \(E_i=E\).

By (a), \(E\langle i|x\rangle=\langle i|Hx\rangle=E_i\langle i|x\rangle\), so \((E_i-E)\langle i|x\rangle=0\).

```lean
/-- An eigenvector of a Hermitian `H` with energy `E` overlaps only with basis eigenstates of
the same energy. -/
theorem overlap_eq_zero_or (hH : LinearMap.IsSymmetric H) {E : ℝ} {x : V}
    (hx : H x = (E : ℂ) • x) (i : Fin (Module.finrank ℂ V)) :
    ⟪state hH i, x⟫_ℂ = 0 ∨ energy hH i = E := by
  have h := inner_state_apply hH i x
  rw [hx, inner_smul_right] at h
  have h' : ((energy hH i : ℂ) - E) * ⟪state hH i, x⟫_ℂ = 0 := by linear_combination -h
  rcases mul_eq_zero.mp h' with h0 | h0
  · exact Or.inr (Complex.ofReal_injective (sub_eq_zero.mp h0))
  · exact Or.inl h0
```

### (g) Action of \(P\) on eigenvectors

Let \(Hx=Ex\). Show that \(Px=x\) if \(|E-w|\ge W\), and \(Px=0\) otherwise.

By (f), only terms with \(E_i=E\) contribute to \(x=\sum_i\langle i|x\rangle|i\rangle\). The sum defining \(P\) contains all of them or none. Since eigenvectors span the space, \(P\) does not depend on the basis chosen within degenerate levels.

```lean
/-- `P` keeps every eigenvector of `H` with `|E - w| ≥ W` and annihilates every other
eigenvector. -/
theorem farProjector_eigenvector (hH : LinearMap.IsSymmetric H) (w W : ℝ) {E : ℝ} {x : V}
    (hx : H x = (E : ℂ) • x) :
    farProjector hH w W x = if W ≤ |E - w| then x else 0 := by
  change ∑ i with W ≤ |energy hH i - w|, ⟪state hH i, x⟫_ℂ • state hH i = _
  rw [Finset.sum_filter]
  by_cases h : W ≤ |E - w|
  · rw [if_pos h]
    refine Eq.trans (Finset.sum_congr rfl fun i _ => ?_) ((state hH).sum_repr' x)
    rcases overlap_eq_zero_or hH hx i with h0 | h0 <;> simp [h0, h]
  · rw [if_neg h]
    refine Finset.sum_eq_zero fun i _ => ?_
    rcases overlap_eq_zero_or hH hx i with h0 | h0 <;> simp [h0, h]
```

### (h) Truncation error

Show that
\[
|A-A_W|\le\frac{\|Pf\|\,\|Pg\|}{\sqrt{W^2+G^2}} .
\]

Subtracting \(A_W\) from (d) leaves the discarded terms (`hdiff`). For these, (b) and \(W\ge0\) give \(|D(E_i)|\ge\sqrt{W^2+G^2}\). Hence
\[
|A-A_W|\le\frac{1}{\sqrt{W^2+G^2}}\sum_{|E_i-w|\ge W}|\langle i|f\rangle|\,|\langle i|g\rangle| .
\]
Cauchy–Schwarz and (e) bound the sum by \(\|Pf\|\|Pg\|\) (`hcs`).

In the limiting case \(W=0\) every state is discarded: \(A_0=0\), \(P=1\), and the bound reads \(|A|\le\|f\|\|g\|/G\).

```lean
/-- Truncation error: for Hermitian `H`, `G > 0` and `W ≥ 0`, dropping all intermediate
eigenstates with `|E - w| ≥ W` changes the amplitude by at most `‖Pf‖‖Pg‖/√(W² + G²)`. -/
theorem truncation_error (hH : LinearMap.IsSymmetric H) (w : ℝ) {G W : ℝ} (hG : 0 < G)
    (hW : 0 ≤ W) (f g : V) :
    ‖amplitude H w G f g - truncatedAmplitude hH w G W f g‖ ≤
      ‖farProjector hH w W f‖ * ‖farProjector hH w W g‖ / √(W ^ 2 + G ^ 2) := by
  have hs : 0 < √(W ^ 2 + G ^ 2) := Real.sqrt_pos.mpr (by positivity)
  -- only the discarded states survive in the difference
  have hdiff : amplitude H w G f g - truncatedAmplitude hH w G W f g =
      ∑ i with W ≤ |energy hH i - w|,
        ⟪f, state hH i⟫_ℂ * ⟪state hH i, g⟫_ℂ / denominator w G (energy hH i) := by
    rw [amplitude_eq_sum hH w hG, truncatedAmplitude]
    simp only [Finset.sum_filter]
    rw [← Finset.sum_sub_distrib]
    refine Finset.sum_congr rfl fun i _ => ?_
    by_cases h : W ≤ |energy hH i - w|
    · rw [if_pos h, if_neg (not_lt.mpr h), sub_zero]
    · rw [if_neg h, if_pos (not_le.mp h), sub_self]
  -- Cauchy–Schwarz on the discarded states
  have hcs : ∑ i with W ≤ |energy hH i - w|, ‖⟪state hH i, f⟫_ℂ‖ * ‖⟪state hH i, g⟫_ℂ‖ ≤
      ‖farProjector hH w W f‖ * ‖farProjector hH w W g‖ := by
    refine (le_abs_self _).trans (abs_le_of_sq_le_sq ?_ (by positivity))
    rw [mul_pow, norm_sq_farProjector, norm_sq_farProjector]
    exact Finset.sum_mul_sq_le_sq_mul_sq _ _ _
  rw [hdiff]
  refine (norm_sum_le _ _).trans (le_trans ?_ (div_le_div_of_nonneg_right hcs hs.le))
  rw [Finset.sum_div]
  refine Finset.sum_le_sum fun i hi => ?_
  have hi' : W ≤ |energy hH i - w| := (Finset.mem_filter.mp hi).2
  rw [norm_div, norm_mul, norm_inner_symm f]
  refine div_le_div_of_nonneg_left (by positivity) hs
    (Real.sqrt_le_iff.mpr ⟨norm_nonneg _, ?_⟩)
  rw [norm_sq_denominator, ← sq_abs (energy hH i - w)]
  linarith [pow_le_pow_left₀ hW hi' 2]
```

### (i) A case of equality

Let \(Hx=Ex\), \(|E-w|=W\) and \(f=g=x\). Show that
\[
|A-A_W|=\frac{\|Px\|^2}{\sqrt{W^2+G^2}} .
\]

Kept states have \(E_i\ne E\), so \(A_W=0\) by (f) (`ht`). In (d) every contributing denominator is \(D(E)\), so \(A=\|x\|^2/D(E)\) (`ha`). Finally \(Px=x\) by (g), and \(|D(E)|=\sqrt{W^2+G^2}\) by (b). For a unit vector both sides equal \(1/\sqrt{W^2+G^2}\).

```lean
/-- The bound is attained: for Hermitian `H` and `G > 0`, equality holds when `f = g` is an
eigenvector at the window edge, `|E - w| = W`. -/
theorem truncation_error_sharp (hH : LinearMap.IsSymmetric H) {w G W E : ℝ} (hG : 0 < G)
    {x : V} (hx : H x = (E : ℂ) • x) (hE : |E - w| = W) :
    ‖amplitude H w G x x - truncatedAmplitude hH w G W x x‖ =
      ‖farProjector hH w W x‖ * ‖farProjector hH w W x‖ / √(W ^ 2 + G ^ 2) := by
  have ht : truncatedAmplitude hH w G W x x = 0 := by
    refine Finset.sum_eq_zero fun i hi => ?_
    rcases overlap_eq_zero_or hH hx i with h0 | h0
    · simp [h0]
    · have hi' := (Finset.mem_filter.mp hi).2
      rw [h0, hE] at hi'
      exact absurd hi' (lt_irrefl W)
  have ha : amplitude H w G x x = ⟪x, x⟫_ℂ / denominator w G E := by
    rw [amplitude_eq_sum hH w hG, ← (state hH).sum_inner_mul_inner x x, Finset.sum_div]
    refine Finset.sum_congr rfl fun i _ => ?_
    rcases overlap_eq_zero_or hH hx i with h0 | h0
    · simp [h0]
    · rw [h0]
  have hP : farProjector hH w W x = x := by
    rw [farProjector_eigenvector hH w W hx, if_pos hE.ge]
  have hn : ‖⟪x, x⟫_ℂ‖ = ‖x‖ * ‖x‖ := by
    rw [inner_self_eq_norm_sq_to_K]
    simp [sq]
  have hd : √(W ^ 2 + G ^ 2) = ‖denominator w G E‖ := by
    rw [← hE, sq_abs, ← norm_sq_denominator, Real.sqrt_sq (norm_nonneg _)]
  rw [ht, ha, sub_zero, hP, norm_div, hn, hd]
```

### (j) Intensity error

Let \(d\) be the right-hand side of (h). Show that
\[
\bigl||A|^2-|A_W|^2\bigr|\le d\,(2|A_W|+d) .
\]

The reverse triangle inequality and (h) give \(\bigl||A|-|A_W|\bigr|\le d\), hence \(|A|\le|A_W|+d\). Factor the left side as \(\bigl||A|-|A_W|\bigr|\,(|A|+|A_W|)\) and bound each factor. This concerns a single final state, without the energy-conserving factor or the sum over final states in a full RIXS cross section.

```lean
/-- Intensity error: for Hermitian `H`, `G > 0` and `W ≥ 0`, dropping all intermediate eigenstates
with `|E - w| ≥ W` changes the squared modulus of the amplitude by at most `d (2|A_W| + d)`, with
`A_W` the truncated amplitude and `d = ‖Pf‖‖Pg‖/√(W² + G²)`. -/
theorem intensity_error (hH : LinearMap.IsSymmetric H) (w : ℝ) {G W : ℝ} (hG : 0 < G)
    (hW : 0 ≤ W) (f g : V) {d : ℝ}
    (hd : d = ‖farProjector hH w W f‖ * ‖farProjector hH w W g‖ / √(W ^ 2 + G ^ 2)) :
    |‖amplitude H w G f g‖ ^ 2 - ‖truncatedAmplitude hH w G W f g‖ ^ 2| ≤
      d * (2 * ‖truncatedAmplitude hH w G W f g‖ + d) := by
  have h := (abs_norm_sub_norm_le _ _).trans (truncation_error hH w hG hW f g)
  rw [← hd] at h
  have h0 : 0 ≤ d := (abs_nonneg _).trans h
  have h1 := (le_abs_self _).trans h
  -- factor the difference of squares
  rw [sq_sub_sq, abs_mul, mul_comm, abs_of_nonneg (add_nonneg (norm_nonneg _) (norm_nonneg _))]
  exact mul_le_mul h (by linarith) (by positivity) h0

end

end RIXSTruncation
```

```lean
#print axioms RIXSTruncation.truncation_error
-- 'RIXSTruncation.truncation_error' depends on axioms: [propext, Classical.choice, Quot.sound]
#print axioms RIXSTruncation.truncation_error_sharp
-- 'RIXSTruncation.truncation_error_sharp' depends on axioms: [propext, Classical.choice, Quot.sound]
#print axioms RIXSTruncation.intensity_error
-- 'RIXSTruncation.intensity_error' depends on axioms: [propext, Classical.choice, Quot.sound]
```
